# The convolution recursion for the terms of the Catalan series

With C_k the k-th Catalan number, the term of order k in the Catalan series is t_k = C_k x^k. The declaration states that t_{k+1} is x times the sum of t_i t_j over all pairs of natural numbers with i + j = k. This is an algebraic identity for every real x and natural k; the sum is finite, so no convergence is needed, and no Hamiltonian or other physical model enters. The attempt expands C_{k+1} by the Catalan recursion, compares the two sums pair by pair, and means to replace k by i + j so that `ring` can match the powers of x.

As first written in Lean, the proof fails:

```lean
import Mathlib

open Finset (range)
open Finset.HasAntidiagonal (antidiagonal)
open Matrix

namespace CatalanTermSucc

noncomputable section

/-- The term of order `k` in the Catalan series, `C_k x^k`. -/
def catalanTerm (x : ℝ) (k : ℕ) : ℝ := (catalan k : ℝ) * x ^ k

/-- Catalan recursion: each term of the series after the first is `x` times a convolution of the
earlier terms. -/
theorem catalanTerm_succ (x : ℝ) (k : ℕ) : catalanTerm x (k + 1) =
    x * ∑ ij ∈ antidiagonal k, catalanTerm x ij.1 * catalanTerm x ij.2 := by
  unfold catalanTerm
  rw [catalan_succ']
  push_cast
  rw [Finset.sum_mul, Finset.mul_sum]
  refine Finset.sum_congr rfl fun ij hij => ?_
  rw [← Finset.mem_antidiagonal.1 hij]
  ring

end

end CatalanTermSucc
```

Messages:

```
Main.lean:23:6: error: Invalid rewrite argument: Expected an equality or iff proof or definition name, but
  Finset.mem_antidiagonal.mp ?m.72
is a proof of
  ?m.69.1 ∈ ?m.64 ∧ ?m.69.2 ∈ ?m.65 ∧ ?m.69.1 + ?m.69.2 = ?m.68
```

The message says that `rw` was given a proof of something it cannot rewrite with. Here `Finset.mem_antidiagonal` is a lemma whose forward direction yields a conjunction of three facts: the first component lies in one collection, the second lies in another, and the two add up to a given value. The last fact is an equation, but `rw` needs an equality or an iff and does not pick one out of a conjunction.

The sum in this proof runs over the `antidiagonal` of `Finset.HasAntidiagonal`, where membership means only that the components add up to `k`. The repair names the lemma for that definition, `Finset.HasAntidiagonal.mem_antidiagonal`. Applied to `hij`, its forward direction gives `ij.1 + ij.2 = k` itself. Rewriting with this from right to left replaces `k` by `ij.1 + ij.2` in the exponent, and `ring` then closes the goal.

Fix (accepted with no message):

```diff
@@ -21,5 +21,5 @@
   rw [Finset.sum_mul, Finset.mul_sum]
   refine Finset.sum_congr rfl fun ij hij => ?_
-  rw [← Finset.mem_antidiagonal.1 hij]
+  rw [← Finset.HasAntidiagonal.mem_antidiagonal.1 hij]
   ring
 
```
